# Partial derivatives of real polynomials in x, y and z commute

The theorem `pderiv_swap` says that differentiating a polynomial in the Cartesian coordinates x, y, z with respect to two of them gives the same result in either order. The polynomials have real coefficients, the derivatives are the formal ones, and the two coordinates may coincide. The proof forms the commutator of the two partial derivatives, which is itself a derivation, and aims to show that it vanishes on each coordinate. A derivation on polynomials is fixed by its values there, so the commutator is zero, and applying it to `p` gives the claim.

The first attempt, which Lean rejects:

```lean
import Mathlib

open MvPolynomial Matrix

namespace PderivSwap

noncomputable section

/-- Real polynomials in the Cartesian coordinates x, y, z, numbered 0, 1, 2. -/
abbrev Poly := MvPolynomial (Fin 3) ℝ

/-- Partial derivatives of a polynomial commute. -/
theorem pderiv_swap (i j : Fin 3) (p : Poly) :
    pderiv i (pderiv j p) = pderiv j (pderiv i p) := by
  -- the commutator is a derivation that vanishes on the coordinates
  have h : ⁅(pderiv i : Derivation ℝ Poly Poly), pderiv j⁆ = 0 := by
    apply MvPolynomial.derivation_ext
    intro k
    rw [Derivation.commutator_apply, pderiv_X, pderiv_X]
    simp only [Pi.single_apply]
    split_ifs <;> simp
  have h' := congrArg (fun D : Derivation ℝ Poly Poly => D p) h
  simp only [Derivation.commutator_apply, Derivation.zero_apply] at h'
  exact sub_eq_zero.mp h'

end

end PderivSwap
```

The compiler's answer:

```
Main.lean:16:49: error: typeclass instance problem is stuck
  CommSemiring ?m.35

Note: Lean will not try to resolve this typeclass instance problem because the type argument to `CommSemiring` is a metavariable. This argument must be fully determined before Lean will try to resolve the typeclass.

Hint: Adding type annotations and supplying implicit arguments to functions can give Lean more information for typeclass resolution. For example, if you have a variable `x` that you intend to be a `Nat`, but Lean reports it as having an unresolved type like `?m`, replacing `x` with `(x : Nat)` can get typeclass resolution un-stuck.
```

The repair, with which the file compiles:

```diff
@@ -14,5 +14,6 @@
     pderiv i (pderiv j p) = pderiv j (pderiv i p) := by
   -- the commutator is a derivation that vanishes on the coordinates
-  have h : ⁅(pderiv i : Derivation ℝ Poly Poly), pderiv j⁆ = 0 := by
+  have h : ⁅(pderiv i : Derivation ℝ Poly Poly), (pderiv j : Derivation ℝ Poly Poly)⁆ =
+      (0 : Derivation ℝ Poly Poly) := by
     apply MvPolynomial.derivation_ext
     intro k
```

What went wrong. The message points at the second entry of the bracket, `pderiv j`. Lean needs a `CommSemiring` instance for the coefficients of the polynomials on which this derivative acts, but does not yet know what those coefficients are, so the search is stuck.

The annotation on `pderiv i` does not help, because Mathlib's bracket `⁅x, y⁆` allows its two entries to have different types. The result has the type of the second entry, and that is the one left open. The bare `0` on the right has no type of its own to supply either.

The repair annotates `pderiv j` as a `Derivation ℝ Poly Poly`, which fixes the coefficients as `ℝ` and lets the instance be found. This also settles the type of the bracket, and with it that of the zero, so the annotation on `0` is mere tidying, as is the line break. The proof steps themselves are unchanged.
